# For a Hermitian Hamiltonian that commutes with $S_+$, a flip space containing $S_-\psi$ has its lowest root at or below the energy of the high-spin reference $\psi$

The reference $\psi$ is taken to be any nonzero vector with the right spin properties: it need be neither a Slater determinant nor an eigenstate of the Hamiltonian $H$. Its energy is therefore a mean value,

$$E=\frac{\langle\psi,H\psi\rangle}{\langle\psi,\psi\rangle},$$

which is $\langle\psi,H\psi\rangle$ when $\psi$ is normalised. States live in a complex inner-product space `V`, and operators are linear maps defined on all of it. A finite orbital basis fits this directly; an unbounded Hamiltonian defined only on part of a Hilbert space does not.

In Lean 4 with Mathlib:

```lean
import Mathlib

open scoped InnerProductSpace

namespace SpinFlipVariational

noncomputable section

variable {V : Type*} [NormedAddCommGroup V] [InnerProductSpace ℂ V]
```

The spin assumptions are collected in one structure, with `Sp`, `Sm`, `Sz` for $S_+$, $S_-$, $S_z$ in units of $\hbar$.

```lean
/-- A high-spin reference `ψ`: a nonzero vector annihilated by `S₊`, with `S_z` eigenvalue
`s > 0`, for ladder operators that are mutually adjoint and satisfy `[S₊, S₋] = 2 S_z`. -/
structure IsHighSpinReference (Sp Sm Sz : Module.End ℂ V) (ψ : V) (s : ℝ) : Prop where
  adjoint : ∀ x y, ⟪Sp x, y⟫_ℂ = ⟪x, Sm y⟫_ℂ
  comm : Sp * Sm - Sm * Sp = (2 : ℂ) • Sz
  highest : Sp ψ = 0
  weight : Sz ψ = (s : ℂ) • ψ
  ne_zero : ψ ≠ 0
  pos : 0 < s
```

The energy is defined for unnormalised states, because $S_-\psi$ is generally not normalised.

```lean
/-- The real part of `⟨x, H x⟩ / ⟨x, x⟩`. For Hermitian `H` and nonzero `x` this is the mean energy
of the state `x`, which need not be normalised. -/
def meanEnergy (H : Module.End ℂ V) (x : V) : ℝ := (⟪x, H x⟫_ℂ).re / ‖x‖ ^ 2
```

A flip space is a finite-dimensional subspace $W$. With $P$ the orthogonal projection onto $W$, the compressed Hamiltonian is $K=PH$ restricted to $W$, the matrix that a configuration-interaction code diagonalises in an orthonormal basis of $W$.

```lean
/-- The Hamiltonian compressed to a flip space `W`: apply `H`, then project back onto `W`. -/
def compression (H : Module.End ℂ V) (W : Submodule ℂ V) [FiniteDimensional ℂ W] :
    Module.End ℂ W :=
  (W.orthogonalProjectionOnto : V →ₗ[ℂ] W) ∘ₗ H ∘ₗ W.subtype
```

The roots are the real eigenvalues of $K$. For Hermitian $H$ every eigenvalue of $K$ is real, so none is left out.

```lean
/-- The spin-flip roots: the real eigenvalues of the compressed Hamiltonian. -/
def roots (H : Module.End ℂ V) (W : Submodule ℂ V) [FiniteDimensional ℂ W] : Set ℝ :=
  {e | Module.End.HasEigenvalue (compression H W) (e : ℂ)}
```

## The spin algebra and the highest weight: $S_+S_-\psi=2s\psi$

The fields `comm`, `highest` and `weight` say that $[S_+,S_-]=2S_z$, that $S_+$ annihilates $\psi$, and that $S_z\psi=s\psi$. Together they give

$$S_+S_-\psi=2S_z\psi+S_-S_+\psi=2s\psi .$$

The proof applies the commutator identity to $\psi$ and simplifies with the other two fields.

```lean
section Flip

variable {Sp Sm Sz H : Module.End ℂ V} {ψ : V} {s : ℝ}

/-- Flipping a spin down and raising it again multiplies the reference by `2s`. -/
theorem raise_flip (h : IsHighSpinReference Sp Sm Sz ψ s) :
    Sp (Sm ψ) = ((2 * s : ℝ) : ℂ) • ψ := by
  have h1 := LinearMap.congr_fun h.comm ψ
  simp only [LinearMap.sub_apply, Module.End.mul_apply, LinearMap.smul_apply, h.highest,
    map_zero, sub_zero, h.weight, smul_smul] at h1
  rw [h1, Complex.ofReal_mul, Complex.ofReal_ofNat]
```

Without the commutator, $S_+S_-$ could weight the orbital components of $\psi$ unequally. Without $S_+\psi=0$, the term $S_-S_+\psi$ survives. A spin-contaminated reference then has its components of different total spin reweighted by the flip, and its mean energy can change.

## Adjoint ladder operators and a spin-conserving Hamiltonian

The field `adjoint` says that $\langle S_+x,y\rangle=\langle x,S_-y\rangle$. The separate hypothesis `hc` says that $HS_+=S_+H$: the Hamiltonian conserves spin. A Hamiltonian without spin operators satisfies this; spin-orbit coupling, magnetic dipole coupling between spins, or a magnetic field acting on the spins in general breaks it. For Hermitian $H$, taking adjoints gives the same relation for $S_-$, so only one is assumed. By hand,

$$\langle S_-\psi,HS_-\psi\rangle=\langle\psi,S_+HS_-\psi\rangle=\langle\psi,HS_+S_-\psi\rangle=2s\langle\psi,H\psi\rangle .$$

In the proof, `h1` is the first equality and `h2` the exchange of $H$ and $S_+$; `raise_flip` supplies the factor.

```lean
/-- For an operator commuting with `S₊`, the unnormalised expectation value in the flipped
state is `2s` times that in the reference. -/
theorem flip_expectation (h : IsHighSpinReference Sp Sm Sz ψ s) (hc : Commute H Sp) :
    ⟪Sm ψ, H (Sm ψ)⟫_ℂ = ((2 * s : ℝ) : ℂ) * ⟪ψ, H ψ⟫_ℂ := by
  -- move the lowering operator to the other side, where it becomes `S₊`
  have h1 : ⟪Sm ψ, H (Sm ψ)⟫_ℂ = ⟪ψ, Sp (H (Sm ψ))⟫_ℂ := by
    rw [← inner_conj_symm, ← h.adjoint, inner_conj_symm]
  have h2 : Sp (H (Sm ψ)) = H (Sp (Sm ψ)) := (LinearMap.congr_fun hc.eq (Sm ψ)).symm
  rw [h1, h2, raise_flip h, map_smul, inner_smul_right]
```

Both assumptions matter for the energy. Take two levels of energies 0 and 1, and a spin-up electron in their equal superposition. If $S_-$ doubled the amplitude in the upper level and $S_+$ halved it, the commutator would still hold, but the mean energy would go from $1/2$ to $4/5$. If instead $H=-BS_z$ with $B>0$, the flip raises the energy from $-Bs$ to $-B(s-1)$. In either case the one-dimensional flip space spanned by $S_-\psi$ violates the bound.

## A nonzero reference with $s>0$

Putting the identity in place of $H$ gives

$$\|S_-\psi\|^2=2s\|\psi\|^2 .$$

The right side is positive because `ne_zero` and `pos` hold, so there is a flipped state to speak of; for normalised $\psi$ it is $S_-\psi/\sqrt{2s}$. The norm identity already rules out negative $s$ for a nonzero reference, so `pos` excludes only $s=0$, a singlet, for which $S_-\psi=0$.

```lean
/-- The flipped state has squared norm `2s` times that of the reference, and is nonzero. -/
theorem flip_norm (h : IsHighSpinReference Sp Sm Sz ψ s) :
    ‖Sm ψ‖ ^ 2 = 2 * s * ‖ψ‖ ^ 2 ∧ Sm ψ ≠ 0 := by
  have h1 : ‖Sm ψ‖ ^ 2 = 2 * s * ‖ψ‖ ^ 2 := by
    have h2 := congrArg Complex.re (flip_expectation h (Commute.one_left Sp))
    rw [Complex.re_ofReal_mul] at h2
    rw [← inner_self_eq_norm_sq (𝕜 := ℂ) (Sm ψ), ← inner_self_eq_norm_sq (𝕜 := ℂ) ψ]
    exact h2
  refine ⟨h1, fun h0 => ?_⟩
  have h3 : 0 < 2 * s * ‖ψ‖ ^ 2 :=
    mul_pos (mul_pos two_pos h.pos) (pow_pos (norm_pos_iff.2 h.ne_zero) 2)
  rw [← h1, h0, norm_zero] at h3
  norm_num at h3
```

Dividing the two identities cancels $2s$, and the flipped state has mean energy $E$.

```lean
/-- For an operator commuting with `S₊`, the flipped state has the same mean energy as the
reference. -/
theorem meanEnergy_flip (h : IsHighSpinReference Sp Sm Sz ψ s) (hc : Commute H Sp) :
    meanEnergy H (Sm ψ) = meanEnergy H ψ := by
  have hs : 2 * s ≠ 0 := (mul_pos two_pos h.pos).ne'
  rw [meanEnergy, meanEnergy, flip_expectation h hc, (flip_norm h).1, Complex.re_ofReal_mul,
    mul_div_mul_left _ _ hs]

end Flip
```

The same argument applied to $H^2$, which also commutes with $S_+$, shows that the flip preserves the energy variance as well.

## Hermiticity: no mean lies below the lowest root

The hypothesis `hH` says that $\langle Hx,y\rangle=\langle x,Hy\rangle$. For $x,y\in W$ the projection drops out of inner products, so

$$\langle x,Ky\rangle=\langle x,Hy\rangle=\langle Hx,y\rangle=\langle Kx,y\rangle ,$$

and $K$ is Hermitian. It has an orthonormal eigenbasis $u_i$ with real eigenvalues $\varepsilon_i$. Since $\langle x,Kx\rangle=\sum_i\varepsilon_i|\langle u_i,x\rangle|^2$ and $\|x\|^2=\sum_i|\langle u_i,x\rangle|^2$, every real $e$ satisfies

$$\langle x,Kx\rangle-e\|x\|^2=\sum_i(\varepsilon_i-e)\,|\langle u_i,x\rangle|^2 .$$

This is `energy_expansion`, stated for any Hermitian operator on a finite-dimensional space.

```lean
/-- For a Hermitian operator `T`, the real part of `⟨x, T x⟩` minus `e ‖x‖²` is the sum over an
orthonormal eigenbasis of the eigenvalue minus `e`, weighted by the squared overlap with `x`. -/
theorem energy_expansion {F : Type*} [NormedAddCommGroup F] [InnerProductSpace ℂ F]
    [FiniteDimensional ℂ F] {T : Module.End ℂ F} (hT : T.IsSymmetric) (x : F) (e : ℝ) :
    (⟪x, T x⟫_ℂ).re - e * ‖x‖ ^ 2 = ∑ i : Fin (Module.finrank ℂ F),
      (hT.eigenvalues rfl i - e) * ‖⟪hT.eigenvectorBasis rfl i, x⟫_ℂ‖ ^ 2 := by
  have h1 : ⟪x, T x⟫_ℂ = ∑ i : Fin (Module.finrank ℂ F), ((hT.eigenvalues rfl i *
      ‖⟪hT.eigenvectorBasis rfl i, x⟫_ℂ‖ ^ 2 : ℝ) : ℂ) := by
    rw [← (hT.eigenvectorBasis rfl).sum_inner_mul_inner x (T x)]
    refine Finset.sum_congr rfl fun i _ => ?_
    have ha : T (hT.eigenvectorBasis rfl i) =
        ((hT.eigenvalues rfl i : ℝ) : ℂ) • hT.eigenvectorBasis rfl i :=
      hT.apply_eigenvectorBasis rfl i
    rw [← hT (hT.eigenvectorBasis rfl i) x, ha, inner_smul_left, Complex.conj_ofReal,
      ← inner_conj_symm x (hT.eigenvectorBasis rfl i), Complex.ofReal_mul,
      ← Complex.normSq_eq_norm_sq, ← Complex.mul_conj]
    ring
  rw [h1, ← (hT.eigenvectorBasis rfl).sum_sq_norm_inner_right x, Complex.re_sum,
    Finset.mul_sum, ← Finset.sum_sub_distrib]
  refine Finset.sum_congr rfl fun i _ => ?_
  rw [Complex.ofReal_re]
  ring
```

A short lemma evaluates the unnormalised expectation value of a real multiple of the identity.

```lean
lemma re_inner_smul_self {F : Type*} [NormedAddCommGroup F] [InnerProductSpace ℂ F]
    (x : F) (e : ℝ) : (⟪x, (e : ℂ) • x⟫_ℂ).re = e * ‖x‖ ^ 2 := by
  rw [inner_smul_right, Complex.re_ofReal_mul]
  exact congrArg (e * ·) (inner_self_eq_norm_sq (𝕜 := ℂ) x)
```

The next three lemmas remove the projection, transfer Hermiticity to $K$, and identify the mean of $K$ in a state of $W$ with the mean energy of $H$.

```lean
section Compression

variable {H : Module.End ℂ V} {W : Submodule ℂ V} [FiniteDimensional ℂ W]

lemma inner_compression (x y : W) :
    ⟪x, compression H W y⟫_ℂ = ⟪(x : V), H y⟫_ℂ :=
  Submodule.inner_orthogonalProjectionOnto_eq_of_mem_left x (H y)

lemma compression_symmetric (hH : H.IsSymmetric) : (compression H W).IsSymmetric := by
  intro x y
  rw [← inner_conj_symm, inner_compression, inner_compression, inner_conj_symm]
  exact hH x y

lemma compression_mean {x : W} (hx : x ≠ 0) :
    (⟪x, compression H W x⟫_ℂ).re = meanEnergy H (x : V) * ‖x‖ ^ 2 := by
  rw [inner_compression]
  exact (div_mul_cancel₀ _ (pow_ne_zero 2 (norm_ne_zero_iff.2 hx))).symm
```

If $e$ is the smallest $\varepsilon_i$, every term of the sum is nonnegative, so $e\|x\|^2\le\langle x,Kx\rangle=\langle x,Hx\rangle$. Dividing by $\|x\|^2$ gives the bound. In the proof, `key` is this inequality. It is used once on an eigenvector of each root, to show that no root lies lower, and once on the given state.

```lean
/-- A Hermitian Hamiltonian compressed to a finite-dimensional space with a nonzero state `x` has a
lowest root, and this root is at most the mean energy of `x`. -/
theorem lowest_root_le (hH : H.IsSymmetric) {x : W} (hx : x ≠ 0) :
    ∃ e, IsLeast (roots H W) e ∧ e ≤ meanEnergy H (x : V) := by
  have hT := compression_symmetric (W := W) hH
  have : Nontrivial W := ⟨x, 0, hx⟩
  have : Nonempty (Fin (Module.finrank ℂ W)) := ⟨⟨0, Module.finrank_pos⟩⟩
  obtain ⟨i, hi⟩ := Finite.exists_min (hT.eigenvalues rfl)
  -- the smallest eigenvalue bounds every mean value from below
  have key : ∀ v : W, hT.eigenvalues rfl i * ‖v‖ ^ 2 ≤ (⟪v, compression H W v⟫_ℂ).re := by
    intro v
    rw [← sub_nonneg, energy_expansion hT]
    exact Finset.sum_nonneg fun j _ => mul_nonneg (sub_nonneg.2 (hi j)) (sq_nonneg _)
  refine ⟨hT.eigenvalues rfl i, ⟨hT.hasEigenvalue_eigenvalues rfl i, fun e he => ?_⟩, ?_⟩
  · obtain ⟨v, hv⟩ := Module.End.HasEigenvalue.exists_hasEigenvector he
    have h1 := key v
    rw [hv.apply_eq_smul, re_inner_smul_self] at h1
    exact le_of_mul_le_mul_right h1 (pow_pos (norm_pos_iff.2 hv.2) 2)
  · have h1 := key x
    rw [compression_mean hx] at h1
    exact le_of_mul_le_mul_right h1 (pow_pos (norm_pos_iff.2 hx) 2)
```

Without Hermiticity a mean can lie below every root. The matrix $\begin{pmatrix}0&-2\\0&0\end{pmatrix}$ has only the eigenvalue 0, yet its mean in the equal superposition is $-1$. The similarity-transformed Hamiltonians of coupled-cluster theory are non-Hermitian in general, so this proof of the bound does not carry over to their spin-flip variants.

## A finite-dimensional flip space that contains $S_-\psi$

Finite dimension guarantees a lowest root; an operator on an infinite-dimensional space may have no eigenvalues. The membership `hW` makes $S_-\psi$ an admissible trial state. Without it, $W$ might hold only states of higher energy.

The main theorem reads: for a high-spin reference $\psi$, a Hermitian $H$ commuting with $S_+$, and a finite-dimensional $W$ containing $S_-\psi$, there is a real $e$ that is the least root and satisfies $e\le E$. Its proof applies `lowest_root_le` to $S_-\psi$ and replaces the flipped energy by that of the reference.

```lean
variable {Sp Sm Sz : Module.End ℂ V} {ψ : V} {s : ℝ}

/-- For a Hermitian Hamiltonian that commutes with `S₊` and is compressed to any finite-dimensional
flip space containing `S₋ψ`, there is a lowest root, and it is at most the mean energy of the
high-spin reference `ψ`. -/
theorem spin_flip_bound (h : IsHighSpinReference Sp Sm Sz ψ s) (hH : H.IsSymmetric)
    (hc : Commute H Sp) (hW : Sm ψ ∈ W) :
    ∃ e, IsLeast (roots H W) e ∧ e ≤ meanEnergy H ψ := by
  have hx : (⟨Sm ψ, hW⟩ : W) ≠ 0 := fun h0 => (flip_norm h).2 (congrArg Subtype.val h0)
  rw [← meanEnergy_flip h hc]
  exact lowest_root_le hH hx
```

For equality, write $w=S_-\psi$ and let $e$ be the lowest root. If $e=E$, the sum for $x=w$ vanishes, and so does each of its nonnegative terms. Hence $w$ has components only along $u_i$ with $\varepsilon_i=e$, and $Kw=ew$. Conversely, $Kw=ew$ gives $E\|w\|^2=\langle w,Kw\rangle=e\|w\|^2$, so $e=E$. The proof compares the coordinates of $Kw$ and $ew$ in the eigenbasis, with one case for $\varepsilon_i=e$ and one for zero overlap.

```lean
/-- For a Hermitian Hamiltonian commuting with `S₊`, the lowest root in a finite-dimensional flip
space containing `S₋ψ` equals the mean energy of the reference exactly when `S₋ψ` is an eigenvector
of the compressed Hamiltonian with that root. -/
theorem spin_flip_bound_eq_iff (h : IsHighSpinReference Sp Sm Sz ψ s) (hH : H.IsSymmetric)
    (hc : Commute H Sp) (hW : Sm ψ ∈ W) {e : ℝ} (he : IsLeast (roots H W) e) :
    e = meanEnergy H ψ ↔ compression H W ⟨Sm ψ, hW⟩ = (e : ℂ) • (⟨Sm ψ, hW⟩ : W) := by
  have hx : (⟨Sm ψ, hW⟩ : W) ≠ 0 := fun h0 => (flip_norm h).2 (congrArg Subtype.val h0)
  have hm := compression_mean (H := H) hx
  rw [meanEnergy_flip h hc] at hm
  generalize (⟨Sm ψ, hW⟩ : W) = x at hx hm ⊢
  have hT := compression_symmetric (W := W) hH
  constructor
  · intro hE
    -- a vanishing sum of nonnegative terms vanishes term by term
    have hz := (Finset.sum_eq_zero_iff_of_nonneg (fun i _ => mul_nonneg
      (sub_nonneg.2 (he.2 (hT.hasEigenvalue_eigenvalues rfl i))) (sq_nonneg _))).1
      ((energy_expansion hT x e).symm.trans (by rw [hm, hE, sub_self]))
    apply (hT.eigenvectorBasis rfl).repr.injective
    ext i
    have ha : compression H W (hT.eigenvectorBasis rfl i) =
        ((hT.eigenvalues rfl i : ℝ) : ℂ) • hT.eigenvectorBasis rfl i :=
      hT.apply_eigenvectorBasis rfl i
    rw [OrthonormalBasis.repr_apply_apply, OrthonormalBasis.repr_apply_apply, ← hT, ha,
      inner_smul_left, inner_smul_right, Complex.conj_ofReal]
    rcases mul_eq_zero.1 (hz i (Finset.mem_univ i)) with h1 | h1
    · have h2 : hT.eigenvalues rfl i = e := sub_eq_zero.1 h1
      rw [h2]
    · rw [norm_eq_zero.1 ((pow_eq_zero_iff two_ne_zero).1 h1), mul_zero, mul_zero]
  · intro hE
    rw [hE, re_inner_smul_self] at hm
    exact mul_right_cancel₀ (pow_ne_zero 2 (norm_ne_zero_iff.2 hx)) hm

end Compression
```

In spin-flip configuration interaction with single excitations from a high-spin restricted open-shell determinant, $S_-\psi$ is the sum of the flips that keep each singly occupied orbital in place. For a spin-free Hamiltonian in a finite basis, with all these flips included, the lowest excitation energy relative to the reference must be zero or negative. A code can be tested more sharply by giving these flips equal amplitudes, up to its sign convention, and checking that the resulting mean energy is the reference energy. Truncations that omit some of these flips lose the guarantee.

## One hopping electron meets every condition

The smallest spin, $s=1/2$, already shows a strict drop. One electron has two orbitals $a$ and $b$ available, and $H$ moves it between them with hopping amplitude 1.

```lean
/-- One electron in two orbitals `a`, `b`, with amplitudes ordered `a↑, a↓, b↑, b↓`. -/
abbrev TwoOrbital := EuclideanSpace ℂ (Fin 4)

/-- The linear operator on the two-orbital electron given by a matrix. -/
def op (A : Matrix (Fin 4) (Fin 4) ℂ) : Module.End ℂ TwoOrbital where
  toFun x := WithLp.toLp 2 (A.mulVec x.ofLp)
  map_add' x y := by simp [Matrix.mulVec_add]
  map_smul' c x := by simp [Matrix.mulVec_smul]
```

The reference is $a\!\uparrow$, with $E=0$. The theorem below checks the spin assumptions, Hermiticity and commutation, and that the reference is not an eigenstate.

```lean
/-- An electron with spin up in orbital `a` is a high-spin reference with `s = 1/2`; hopping
between the orbitals is Hermitian and commutes with `S₊`, and the reference is not an
eigenstate of it. -/
theorem isHighSpinReference_witness :
    IsHighSpinReference (op !![0, 1, 0, 0; 0, 0, 0, 0; 0, 0, 0, 1; 0, 0, 0, 0])
      (op !![0, 0, 0, 0; 1, 0, 0, 0; 0, 0, 0, 0; 0, 0, 1, 0])
      (op !![1/2, 0, 0, 0; 0, -1/2, 0, 0; 0, 0, 1/2, 0; 0, 0, 0, -1/2])
      !₂[1, 0, 0, 0] (1 / 2) ∧
    (op !![0, 0, 1, 0; 0, 0, 0, 1; 1, 0, 0, 0; 0, 1, 0, 0]).IsSymmetric ∧
    Commute (op !![0, 0, 1, 0; 0, 0, 0, 1; 1, 0, 0, 0; 0, 1, 0, 0])
      (op !![0, 1, 0, 0; 0, 0, 0, 0; 0, 0, 0, 1; 0, 0, 0, 0]) ∧
    ∀ c : ℂ, op !![0, 0, 1, 0; 0, 0, 0, 1; 1, 0, 0, 0; 0, 1, 0, 0] !₂[1, 0, 0, 0] ≠
      c • (!₂[1, 0, 0, 0] : TwoOrbital) := by
  refine ⟨⟨fun x y => ?_, LinearMap.ext fun x => ?_, ?_, ?_, fun h => ?_, by norm_num⟩,
    fun x y => ?_, LinearMap.ext fun x => ?_, fun c h => ?_⟩
  · simp [op, PiLp.inner_apply, dotProduct, Fin.sum_univ_succ]
  · ext i
    fin_cases i <;> simp [op, dotProduct, Fin.sum_univ_succ] <;> ring
  · ext i
    fin_cases i <;> simp [op, dotProduct, Fin.sum_univ_succ]
  · ext i
    fin_cases i <;> simp [op, dotProduct, Fin.sum_univ_succ]
  · have h0 := congrArg (fun v : TwoOrbital => v.ofLp 0) h
    simp at h0
  · simp [op, PiLp.inner_apply, dotProduct, Fin.sum_univ_succ]
    try ring
  · ext i
    fin_cases i <;> simp [op, dotProduct, Fin.sum_univ_succ]
  · have h2 := congrArg (fun v : TwoOrbital => v.ofLp 2) h
    simp [op, Matrix.mulVec, dotProduct, Fin.sum_univ_succ] at h2

end

end SpinFlipVariational
```

The flipped state is $a\!\downarrow$. In the space spanned by it alone, the only root is $0=E$; adding $b\!\downarrow$ gives roots $\pm1$, and the lowest falls below $E$.

```lean
#print axioms SpinFlipVariational.spin_flip_bound
-- 'SpinFlipVariational.spin_flip_bound' depends on axioms: [propext, Classical.choice, Quot.sound]
#print axioms SpinFlipVariational.spin_flip_bound_eq_iff
-- 'SpinFlipVariational.spin_flip_bound_eq_iff' depends on axioms: [propext, Classical.choice, Quot.sound]
```
